# The Jacobi iteration of a two-determinant coupled-cluster model converges from zero amplitude when the energy gap between the determinants exceeds twice the coupling strength

A basic coupled-cluster solver can start from zero amplitudes, divide each residual by an energy denominator, subtract the quotient from the amplitude and repeat. For a model with two determinants and one amplitude, this loop, with $D$ as the denominator, converges to the ground state if $D>2|b|$. Here $D$ is the energy of the excited determinant above the reference and $b$ is their real coupling, so the condition describes a weakly coupled reference.

```lean
import Mathlib

open Filter Topology Matrix

namespace TwoLevelJacobiSolver

noncomputable section
```

This loads Mathlib and opens its notation for limits and matrices.

```lean
/-- Two-determinant Hamiltonian: reference at energy `0`, excited determinant at energy `D`,
coupling `b`. -/
def hamiltonian (b D : ℝ) : Matrix (Fin 2) (Fin 2) ℝ := !![0, b; b, D]
```

The Hamiltonian is $H=\begin{pmatrix}0&b\\b&D\end{pmatrix}$. `Fin 2` labels the determinants 0 (reference) and 1 (excited), and ℝ makes all entries real.

```lean
/-- Cluster operator `T = t |1⟩⟨0|` with amplitude `t`. -/
def cluster (t : ℝ) : Matrix (Fin 2) (Fin 2) ℝ := !![0, 0; t, 0]
```

The cluster operator $T=t\,|1\rangle\langle0|$ excites the reference with amplitude $t$.

```lean
/-- Similarity-transformed Hamiltonian `(1 - T) H (1 + T)`, the exponential series of `∓T`
being cut after the linear term. -/
def hbar (b D t : ℝ) : Matrix (Fin 2) (Fin 2) ℝ :=
  (1 - cluster t) * hamiltonian b D * (1 + cluster t)
```

This is $\bar H=(1-T)H(1+T)$. It equals $e^{-T}He^{T}$ because $T^2=0$, which is proved below.

```lean
/-- Residual `b + D t - b t²` of the amplitude equation. -/
def ccResidual (b D t : ℝ) : ℝ := b + D * t - b * t ^ 2
```

The residual is $r(t)=b+Dt-bt^2$; the amplitude equation is $r(t)=0$.

```lean
/-- Correlation energy `b t` at amplitude `t`. -/
def energy (b t : ℝ) : ℝ := b * t
```

The correlation energy is $bt$, measured from the reference energy 0.

```lean
/-- Jacobi update `g(t) = b (t² - 1) / D` of the amplitude. -/
def jacobi (b D t : ℝ) : ℝ := b * (t ^ 2 - 1) / D
```

The update is $g(t)=b(t^2-1)/D$.

```lean
/-- The rate `2 |b| / D`. -/
def rate (b D : ℝ) : ℝ := 2 * |b| / D
```

The rate $q=2|b|/D$ will bound the factor by which one step multiplies the error.

```lean
/-- The level splitting `√(D² + 4 b²)`. -/
def splitting (b D : ℝ) : ℝ := √(D ^ 2 + 4 * b ^ 2)
```

Write $R=\sqrt{D^2+4b^2}$ for the distance between the two eigenvalues of $H$.

```lean
/-- The amplitude `t* = -2 b / (D + √(D² + 4 b²))`. -/
def ccRoot (b D : ℝ) : ℝ := -2 * b / (D + splitting b D)
```

The candidate solution is $t^*=-2b/(D+R)$.

```lean
/-- The energy `(D - √(D² + 4 b²)) / 2`. -/
def lowerLevel (b D : ℝ) : ℝ := (D - splitting b D) / 2
```

The candidate energy is $E=(D-R)/2$.

```lean
/-- The cluster operator squares to zero; the transformed Hamiltonian has the energy as its
reference element and the residual as its excited-reference element. -/
theorem hbar_projections (b D t : ℝ) :
    cluster t * cluster t = 0 ∧ hbar b D t 0 0 = energy b t ∧
      hbar b D t 1 0 = ccResidual b D t := by
  have e1 : 1 - cluster t = !![1, 0; -t, 1] := by
    rw [Matrix.one_fin_two]
    ext i j
    fin_cases i <;> fin_cases j <;> simp [cluster]
  have e2 : 1 + cluster t = !![1, 0; t, 1] := by
    rw [Matrix.one_fin_two]
    ext i j
    fin_cases i <;> fin_cases j <;> simp [cluster]
  refine ⟨?_, ?_, ?_⟩
  · rw [cluster, Matrix.mul_fin_two]
    ext i j
    fin_cases i <;> fin_cases j <;> simp
  · rw [hbar, e1, e2, hamiltonian, Matrix.mul_fin_two, Matrix.mul_fin_two]
    simp [energy]
  · rw [hbar, e1, e2, hamiltonian, Matrix.mul_fin_two, Matrix.mul_fin_two]
    simp [ccResidual]
    ring
```

The symbol `∧` means "and". Multiplying out,
$$H(1+T)=\begin{pmatrix}bt&b\\b+Dt&D\end{pmatrix}.$$
Multiplication by $1-T$ from the left subtracts $t$ times row 0 from row 1. The first column becomes $(bt,\;b+Dt-bt^2)$: energy and residual. Lean writes out the matrices and does the same multiplication.

```lean
/-- For `D ≠ 0` the Jacobi update subtracts the residual divided by the energy denominator, and its fixed
points are exactly the roots of the amplitude equation. -/
theorem jacobi_fixed_iff {b D : ℝ} (hD : D ≠ 0) (t : ℝ) :
    jacobi b D t = t - ccResidual b D t / D ∧ (jacobi b D t = t ↔ ccResidual b D t = 0) := by
  have h : jacobi b D t = t - ccResidual b D t / D := by
    unfold jacobi ccResidual
    field_simp
    ring
  refine ⟨h, ?_⟩
  rw [h, sub_eq_self, div_eq_zero_iff]
  exact or_iff_left hD
```

The hypothesis `hD` says $D\neq0$. By hand,
$$t-\frac{r(t)}{D}=t-\frac bD-t+\frac{bt^2}{D}=g(t).$$
So $g(t)=t$ exactly when $r(t)/D=0$, that is, when $r(t)=0$. `field_simp` clears the denominator and `ring` checks the algebra.

```lean
/-- For `|b| ≤ D` with `D > 0` the Jacobi update maps `[-1, 1]` into itself. -/
theorem jacobi_mapsTo {b D : ℝ} (hD : 0 < D) (hb : |b| ≤ D) :
    Set.MapsTo (jacobi b D) (Set.Icc (-1) 1) (Set.Icc (-1) 1) := by
  intro t ht
  have h1 : |t ^ 2 - 1| ≤ 1 :=
    abs_le.mpr ⟨by nlinarith [sq_nonneg t], by nlinarith [ht.1, ht.2]⟩
  have h2 : |jacobi b D t| ≤ 1 := by
    rw [jacobi, abs_div, abs_mul, abs_of_pos hD, div_le_one hD]
    calc |b| * |t ^ 2 - 1| ≤ |b| * 1 := mul_le_mul_of_nonneg_left h1 (abs_nonneg b)
      _ ≤ D := by linarith
  exact abs_le.mp h2
```

`Set.Icc (-1) 1` is the closed interval $[-1,1]$, and `Set.MapsTo` says that $g$ sends it into itself. There $0\le t^2\le1$, so $|t^2-1|\le1$ and $|g(t)|\le|b|/D\le1$. The `calc` block is this estimate.

```lean
/-- For `D > 0` the Jacobi update is Lipschitz on `[-1, 1]` with constant `2 |b| / D`. -/
theorem jacobi_lipschitz {b D : ℝ} (hD : 0 < D) {s t : ℝ}
    (hs : s ∈ Set.Icc (-1 : ℝ) 1) (ht : t ∈ Set.Icc (-1 : ℝ) 1) :
    |jacobi b D s - jacobi b D t| ≤ rate b D * |s - t| := by
  -- the difference factorises
  have e : jacobi b D s - jacobi b D t = b / D * (s + t) * (s - t) := by
    unfold jacobi
    ring
  have h2 : |s + t| ≤ 2 :=
    abs_le.mpr ⟨by linarith [hs.1, ht.1], by linarith [hs.2, ht.2]⟩
  have h0 : 0 ≤ |b| / D * |s - t| := by positivity
  rw [e, abs_mul, abs_mul, abs_div, abs_of_pos hD, rate]
  calc |b| / D * |s + t| * |s - t| = |b| / D * |s - t| * |s + t| := by ring
    _ ≤ |b| / D * |s - t| * 2 := mul_le_mul_of_nonneg_left h2 h0
    _ = 2 * |b| / D * |s - t| := by ring
```

For $s,t\in[-1,1]$,
$$g(s)-g(t)=\frac bD(s+t)(s-t),\qquad |s+t|\le2,$$
which gives $|g(s)-g(t)|\le q|s-t|$. Lean proves the factorisation as `e` and the bound as `h2`.

```lean
/-- For `D > 0` every Lipschitz constant of the Jacobi update on `[-1, 1]` is at least `2 |b| / D`. -/
theorem rate_optimal {b D K : ℝ} (hD : 0 < D)
    (hK : ∀ s ∈ Set.Icc (-1 : ℝ) 1, ∀ t ∈ Set.Icc (-1 : ℝ) 1,
      |jacobi b D s - jacobi b D t| ≤ K * |s - t|) :
    rate b D ≤ K := by
  -- compare the points 1 and 1 - ε
  have key : ∀ ε : ℝ, 0 < ε → ε ≤ 1 → |b| / D * (2 - ε) ≤ K := by
    intro ε h0 h1
    have h := hK 1 ⟨by norm_num, le_refl _⟩ (1 - ε) ⟨by linarith, by linarith⟩
    have e1 : jacobi b D 1 - jacobi b D (1 - ε) = b / D * (2 - ε) * ε := by
      unfold jacobi
      ring
    have e2 : (1 : ℝ) - (1 - ε) = ε := by ring
    rw [e1, e2, abs_mul, abs_mul, abs_div, abs_of_pos hD, abs_of_pos h0,
      abs_of_pos (by linarith : (0 : ℝ) < 2 - ε)] at h
    exact le_of_mul_le_mul_right h h0
  -- let ε become small
  have final : ∀ c : ℝ, 0 ≤ c → (∀ ε : ℝ, 0 < ε → ε ≤ 1 → c * (2 - ε) ≤ K) → 2 * c ≤ K := by
    intro c hc hkey
    by_contra hcon
    have hlt : K < 2 * c := not_le.mp hcon
    have h1 := hkey 1 one_pos le_rfl
    have hcpos : 0 < c := by linarith
    have hne : c ≠ 0 := hcpos.ne'
    have h2 := hkey ((2 * c - K) / (2 * c)) (div_pos (by linarith) (by linarith))
      ((div_le_one (by linarith)).mpr (by linarith))
    have e : c * (2 - (2 * c - K) / (2 * c)) = c + K / 2 := by
      field_simp
      ring
    rw [e] at h2
    linarith
  have hr : rate b D = 2 * (|b| / D) := by
    unfold rate
    ring
  rw [hr]
  exact final _ (by positivity) key
```

No smaller constant works on the whole interval. Comparing $1$ with $1-\varepsilon$ forces any Lipschitz constant $K$ to satisfy $K\ge(2-\varepsilon)|b|/D$, and $\varepsilon\to0$ gives $K\ge q$. Lean replaces the limit by a contradiction: $\varepsilon=1$ gives $K\ge q/2\ge0$, so if $K<q$, then $q>0$ and the choice $\varepsilon=(q-K)/q\in(0,1]$ violates the inequality.

```lean
/-- For `D > 0` the amplitude `t*` solves the amplitude equation, has modulus below one, and
has energy `(D - √(D² + 4 b²)) / 2`. -/
theorem ccRoot_spec {b D : ℝ} (hD : 0 < D) :
    ccResidual b D (ccRoot b D) = 0 ∧ |ccRoot b D| < 1 ∧
      energy b (ccRoot b D) = lowerLevel b D := by
  have hR : splitting b D ^ 2 = D ^ 2 + 4 * b ^ 2 := by
    unfold splitting
    exact Real.sq_sqrt (by positivity)
  have hR2 : |-2 * b| ≤ splitting b D := by
    unfold splitting
    exact Real.abs_le_sqrt (by nlinarith [sq_nonneg D])
  have hpos : 0 < D + splitting b D := by linarith [abs_nonneg (-2 * b)]
  have hne : D + splitting b D ≠ 0 := hpos.ne'
  have ht : ccRoot b D * (D + splitting b D) = -2 * b := by
    unfold ccRoot
    exact div_mul_cancel₀ _ hne
  refine ⟨?_, ?_, ?_⟩
  · -- clear the denominator
    have h : ccResidual b D (ccRoot b D) * (D + splitting b D) ^ 2 = 0 := by
      unfold ccResidual
      linear_combination
        (D * (D + splitting b D) - b * (ccRoot b D * (D + splitting b D) - 2 * b)) * ht + b * hR
    exact (mul_eq_zero.mp h).resolve_right (pow_ne_zero 2 hne)
  · rw [ccRoot, abs_div, abs_of_pos hpos, div_lt_one hpos]
    linarith
  · apply mul_right_cancel₀ hne
    unfold energy lowerLevel
    linear_combination b * ht + (1 / 2) * hR
```

Use $t^*(D+R)=-2b$ and $R^2=D^2+4b^2$. Then
$$r(t^*)(D+R)^2=b\left[(D+R)^2-2D(D+R)-4b^2\right]=b(R^2-D^2-4b^2)=0.$$
Since $2|b|\le R<D+R$, also $|t^*|<1$. Finally,
$$bt^*=\frac{-2b^2}{D+R}=\frac{D^2-R^2}{2(D+R)}=\frac{D-R}{2}=E.$$
`linear_combination` verifies the two identities from the relations named `ht` and `hR`.

```lean
/-- For `D > 0` every root of the amplitude equation in `[-1, 1]` equals `t*`. -/
theorem root_unique {b D : ℝ} (hD : 0 < D) {s : ℝ} (hs : s ∈ Set.Icc (-1 : ℝ) 1)
    (hr : ccResidual b D s = 0) : s = ccRoot b D := by
  obtain ⟨h0, h1, -⟩ := ccRoot_spec (b := b) hD
  obtain ⟨t, ht⟩ : ∃ t, t = ccRoot b D := ⟨_, rfl⟩
  rw [← ht] at h0 h1 ⊢
  unfold ccResidual at hr h0
  have hf : (s - t) * (D - b * (s + t)) = 0 := by linear_combination hr - h0
  rcases mul_eq_zero.mp hf with h | h
  · linarith
  · -- a second root would satisfy s t = -1
    exfalso
    have hb : b * (1 + s * t) = 0 := by linear_combination hr - s * h
    have hs' : |s| ≤ 1 := abs_le.mpr hs
    have hst : |s * t| ≤ |t| := by
      rw [abs_mul]
      nlinarith [mul_nonneg (sub_nonneg.mpr hs') (abs_nonneg t)]
    have hpos : 0 < 1 + s * t := by linarith [neg_abs_le (s * t)]
    have hb0 : b = 0 := (mul_eq_zero.mp hb).resolve_right hpos.ne'
    have hD0 : D = 0 := by linear_combination h + (s + t) * hb0
    linarith
```

Let $s\in[-1,1]$ be a root. Subtracting the two amplitude equations gives
$$(s-t^*)\bigl(D-b(s+t^*)\bigr)=0.$$
If the second factor vanishes, inserting $D=b(s+t^*)$ into $r(s)=0$ gives $b(1+st^*)=0$. But $|st^*|<1$, so $b=0$ and hence $D=0$, contradicting $D>0$. Thus $s=t^*$. Lean splits on the two factors with `rcases`.

```lean
/-- For `|b| ≤ D` with `D > 0` the Jacobi iterates from a start in `[-1, 1]` stay there, and the
error after `n` steps is at most `(2 |b| / D)ⁿ` times the initial error. -/
theorem jacobi_error_bound {b D : ℝ} (hD : 0 < D) (hb : |b| ≤ D) {t₀ : ℝ}
    (ht₀ : t₀ ∈ Set.Icc (-1 : ℝ) 1) (n : ℕ) :
    (jacobi b D)^[n] t₀ ∈ Set.Icc (-1 : ℝ) 1 ∧
      |(jacobi b D)^[n] t₀ - ccRoot b D| ≤ rate b D ^ n * |t₀ - ccRoot b D| := by
  obtain ⟨h0, h1, -⟩ := ccRoot_spec (b := b) hD
  have hfix : jacobi b D (ccRoot b D) = ccRoot b D := (jacobi_fixed_iff hD.ne' _).2.mpr h0
  have hmem : ccRoot b D ∈ Set.Icc (-1 : ℝ) 1 := abs_le.mp h1.le
  have hr : 0 ≤ rate b D := by
    unfold rate
    positivity
  induction n with
  | zero => exact ⟨by simpa using ht₀, by simp⟩
  | succ n ih =>
    rw [Function.iterate_succ_apply']
    refine ⟨jacobi_mapsTo hD hb ih.1, ?_⟩
    calc |jacobi b D ((jacobi b D)^[n] t₀) - ccRoot b D|
        = |jacobi b D ((jacobi b D)^[n] t₀) - jacobi b D (ccRoot b D)| := by rw [hfix]
      _ ≤ rate b D * |(jacobi b D)^[n] t₀ - ccRoot b D| := jacobi_lipschitz hD ih.1 hmem
      _ ≤ rate b D * (rate b D ^ n * |t₀ - ccRoot b D|) := mul_le_mul_of_nonneg_left ih.2 hr
      _ = rate b D ^ (n + 1) * |t₀ - ccRoot b D| := by ring
```

`(jacobi b D)^[n] t₀` is the iterate $t_n$ after $n$ updates. Since $g(t^*)=t^*$,
$$|t_{n+1}-t^*|=|g(t_n)-g(t^*)|\le q|t_n-t^*|,$$
and induction yields $|t_n-t^*|\le q^n|t_0-t^*|$. The bound holds for $|b|\le D$; for $t_0\neq t^*$ it tends to zero only if $q<1$. In that case the exact factor per step, $b(t_n+t^*)/D$, tends to $2bt^*/D$, whose modulus $q|t^*|$ is smaller than $q$ for $b\neq0$: the late convergence is faster than the bound suggests.

```lean
/-- For `D > 2 |b|` the Jacobi update maps `[-1, 1]` into itself with Lipschitz constant
`2 |b| / D < 1`, `t*` is the unique root of the amplitude equation in `[-1, 1]`, and the
iterates from every start in `[-1, 1]` converge to it. -/
theorem jacobi_converges {b D : ℝ} (h : 2 * |b| < D) :
    Set.MapsTo (jacobi b D) (Set.Icc (-1) 1) (Set.Icc (-1) 1) ∧
    (∀ s ∈ Set.Icc (-1 : ℝ) 1, ∀ t ∈ Set.Icc (-1 : ℝ) 1,
      |jacobi b D s - jacobi b D t| ≤ rate b D * |s - t|) ∧
    rate b D < 1 ∧
    (ccRoot b D ∈ Set.Icc (-1 : ℝ) 1 ∧ ccResidual b D (ccRoot b D) = 0 ∧
      ∀ s ∈ Set.Icc (-1 : ℝ) 1, ccResidual b D s = 0 → s = ccRoot b D) ∧
    ∀ t₀ ∈ Set.Icc (-1 : ℝ) 1,
      Tendsto (fun n => (jacobi b D)^[n] t₀) atTop (𝓝 (ccRoot b D)) := by
  have hb0 := abs_nonneg b
  have hD : 0 < D := by linarith
  have hb : |b| ≤ D := by linarith
  obtain ⟨h0, h1, -⟩ := ccRoot_spec (b := b) hD
  have hr0 : 0 ≤ rate b D := by
    unfold rate
    positivity
  have hr1 : rate b D < 1 := (div_lt_one hD).mpr h
  refine ⟨jacobi_mapsTo hD hb, fun s hs t ht => jacobi_lipschitz hD hs ht, hr1,
    ⟨abs_le.mp h1.le, h0, fun s hs hr => root_unique hD hs hr⟩, ?_⟩
  intro t₀ ht₀
  -- the geometric error bound tends to zero
  have hlim := (tendsto_pow_atTop_nhds_zero_of_lt_one hr0 hr1).mul_const |t₀ - ccRoot b D|
  rw [zero_mul] at hlim
  rw [tendsto_iff_dist_tendsto_zero]
  exact squeeze_zero (fun n => dist_nonneg)
    (fun n => (Real.dist_eq _ _).trans_le (jacobi_error_bound hD hb ht₀ n).2) hlim
```

The single hypothesis $2|b|<D$ implies $D>0$, $|b|\le D$ and $q<1$. The earlier results then give invariance, the Lipschitz bound and the unique root. `Tendsto … atTop (𝓝 …)` reads "converges as $n\to\infty$"; `squeeze_zero` traps the error between 0 and $q^n|t_0-t^*|$.

```lean
/-- For `D > 2 |b|` and start `t = 0` the energy after one update is `-b² / D` and the energies
converge to `E = (D - √(D² + 4 b²)) / 2`; moreover `H (1, t*) = E (1, t*)` and `E v·v ≤ v·H v` for
all `v`. -/
theorem jacobi_energy {b D : ℝ} (h : 2 * |b| < D) :
    energy b (jacobi b D 0) = -b ^ 2 / D ∧
    Tendsto (fun n => energy b ((jacobi b D)^[n] 0)) atTop (𝓝 (lowerLevel b D)) ∧
    hamiltonian b D *ᵥ ![1, ccRoot b D] = lowerLevel b D • ![1, ccRoot b D] ∧
    ∀ v : Fin 2 → ℝ, lowerLevel b D * (v ⬝ᵥ v) ≤ v ⬝ᵥ (hamiltonian b D *ᵥ v) := by
  have hD : 0 < D := by linarith [abs_nonneg b]
  obtain ⟨h0, -, hE'⟩ := ccRoot_spec (b := b) hD
  have hE : b * ccRoot b D = lowerLevel b D := hE'
  have hH : ∀ v : Fin 2 → ℝ, hamiltonian b D *ᵥ v = ![b * v 1, b * v 0 + D * v 1] := by
    intro v
    ext i
    fin_cases i <;> simp [hamiltonian, Matrix.mulVec, dotProduct, Fin.sum_univ_two]
  have hd : ∀ v w : Fin 2 → ℝ, v ⬝ᵥ w = v 0 * w 0 + v 1 * w 1 := by
    intro v w
    simp [dotProduct, Fin.sum_univ_two]
  refine ⟨?_, ?_, ?_, ?_⟩
  · unfold energy jacobi
    ring
  · obtain ⟨-, -, -, -, hconv⟩ := jacobi_converges h
    have hlim := (hconv 0 ⟨by norm_num, by norm_num⟩).const_mul b
    rw [hE] at hlim
    exact hlim
  · -- the second row is the amplitude equation
    have h2 : b + D * ccRoot b D = lowerLevel b D * ccRoot b D := by
      unfold ccResidual at h0
      linear_combination h0 + ccRoot b D * hE
    rw [hH]
    ext i
    fin_cases i
    · simpa using hE
    · simpa using h2
  · intro v
    have hR : splitting b D ^ 2 = D ^ 2 + 4 * b ^ 2 := by
      unfold splitting
      exact Real.sq_sqrt (by positivity)
    have hR0 : 0 ≤ splitting b D := Real.sqrt_nonneg _
    have hu : 0 < D + splitting b D := by linarith
    have hx : splitting b D ^ 2 * v 0 ^ 2 = (D ^ 2 + 4 * b ^ 2) * v 0 ^ 2 := by rw [hR]
    -- the shifted quadratic form is a perfect square
    have key : lowerLevel b D * (v 0 * v 0 + v 1 * v 1) ≤
        v 0 * (b * v 1) + v 1 * (b * v 0 + D * v 1) := by
      refine le_of_mul_le_mul_right ?_ hu
      unfold lowerLevel
      nlinarith [sq_nonneg (2 * b * v 0 + (D + splitting b D) * v 1), hx]
    rw [hH, hd, hd]
    exact key
```

From $t_0=0$, the first update is $-b/D$, with the second-order energy $-b^2/D$. The energies $bt_n$ then converge to $bt^*=E$.

The rows of $H(1,t^*)^{\mathsf T}$ are $bt^*=E$ and $b+Dt^*=bt^{*2}=Et^*$, so this is an eigenvector; normalised, it is $(1,t^*)/\sqrt{1+t^{*2}}$. For real $v=(v_0,v_1)$,
$$2(D+R)\,(v\cdot Hv-E\,v\cdot v)=\bigl(2bv_0+(D+R)v_1\bigr)^2\ge0.$$
Hence $E$ is the lowest expectation value over normalised real vectors. `nlinarith` receives this square as its hint.

The result concerns exact arithmetic and one amplitude; it gives no criterion for coupled amplitudes or accelerated solvers.

```lean
/-- For `b = D ≠ 0` the Jacobi iterates from `t = 0` alternate between `0` and `-1` and have
no limit. -/
theorem jacobi_oscillates {D : ℝ} (hD : D ≠ 0) :
    (∀ n : ℕ, (jacobi D D)^[2 * n] 0 = 0 ∧ (jacobi D D)^[2 * n + 1] 0 = -1) ∧
    ¬ ∃ L : ℝ, Tendsto (fun n => (jacobi D D)^[n] 0) atTop (𝓝 L) := by
  have g0 : jacobi D D 0 = -1 := by
    unfold jacobi
    rw [div_eq_iff hD]
    ring
  have g1 : jacobi D D (-1) = 0 := by
    unfold jacobi
    ring
  have hev : ∀ n : ℕ, (jacobi D D)^[2 * n] 0 = 0 := by
    intro n
    induction n with
    | zero => simp
    | succ n ih =>
      rw [show 2 * (n + 1) = 2 * n + 1 + 1 by ring, Function.iterate_succ_apply',
        Function.iterate_succ_apply', ih, g0, g1]
  have hodd : ∀ n : ℕ, (jacobi D D)^[2 * n + 1] 0 = -1 := by
    intro n
    rw [Function.iterate_succ_apply', hev, g0]
  refine ⟨fun n => ⟨hev n, hodd n⟩, ?_⟩
  rintro ⟨L, hL⟩
  -- even and odd subsequences would share the limit
  have t1 : Tendsto (fun n : ℕ => 2 * n) atTop atTop :=
    tendsto_atTop_mono (f := id) (fun n => by show n ≤ 2 * n; omega) tendsto_id
  have t2 : Tendsto (fun n : ℕ => 2 * n + 1) atTop atTop :=
    tendsto_atTop_mono (f := id) (fun n => by show n ≤ 2 * n + 1; omega) tendsto_id
  have h1 : Tendsto (fun _ : ℕ => (0 : ℝ)) atTop (𝓝 L) := (hL.comp t1).congr (fun n => hev n)
  have h2 : Tendsto (fun _ : ℕ => (-1 : ℝ)) atTop (𝓝 L) := (hL.comp t2).congr (fun n => hodd n)
  have e1 : L = 0 := tendsto_nhds_unique h1 tendsto_const_nhds
  have e2 : L = -1 := tendsto_nhds_unique h2 tendsto_const_nhds
  linarith

end

end TwoLevelJacobiSolver
```

Without $D>2|b|$, convergence can fail. At $b=D\neq0$ the update is $g(t)=t^2-1$, so $0\to-1\to0\to\cdots$. A limit would have to equal both 0 and $-1$, as Lean shows with the even and odd subsequences. For $D>0$ the interval is still preserved and still contains the root $t^*$, but the iteration from zero misses it. This example does not make $D=2|b|$ the exact threshold.

```lean
#print axioms TwoLevelJacobiSolver.rate_optimal
-- 'TwoLevelJacobiSolver.rate_optimal' depends on axioms: [propext, Classical.choice, Quot.sound]
#print axioms TwoLevelJacobiSolver.jacobi_converges
-- 'TwoLevelJacobiSolver.jacobi_converges' depends on axioms: [propext, Classical.choice, Quot.sound]
#print axioms TwoLevelJacobiSolver.jacobi_energy
-- 'TwoLevelJacobiSolver.jacobi_energy' depends on axioms: [propext, Classical.choice, Quot.sound]
#print axioms TwoLevelJacobiSolver.jacobi_oscillates
-- 'TwoLevelJacobiSolver.jacobi_oscillates' depends on axioms: [propext, Classical.choice, Quot.sound]
```
